# When all mode multipliers of the noise-free BAOAB oscillator have modulus √c

Take a harmonic oscillator of unit mass and frequency \(w\), and advance it by one BAOAB step of length \(h\) with the noise switched off. Let \(c \ge 0\) be the factor by which the friction part multiplies the momentum. The step is a real 2×2 matrix \(M\) acting on \((q, p)\), with

\[
\det M = c, \qquad \operatorname{tr} M = (1+c)\left(1 - \frac{h^2w^2}{2}\right).
\]

Both of its complex eigenvalues have modulus \(\sqrt c\) if and only if

\[
(1+c)\left|1 - \frac{h^2w^2}{2}\right| \le 2\sqrt c .
\]

Some eigenvalue always has modulus at least \(\sqrt c\), so at a given \(c\) no choice of step or frequency brings both eigenvalues of the oscillator below that factor per step. For \(0 < c < 1\) and \(hw > 0\), all eigenvalues lie strictly inside the unit disc exactly when \(hw < 2\).

## The step in a Langevin code

For this oscillator, the body of the integration loop is

```python
p -= 0.5 * h * w**2 * q   # B: half kick
q += 0.5 * h * p          # A: half drift
p *= c                    # O: friction; the noise would be added here
q += 0.5 * h * p          # A: half drift
p -= 0.5 * h * w**2 * q   # B: half kick
```

A code with friction rate \(\gamma\) sets \(c = e^{-\gamma h}\), the exact decay of the momentum under friction alone during a time \(h\). The thermostat noise has mean zero, so the average of \((q, p)\) over noise realisations evolves by \(M\). For a single harmonic mode, the eigenvalues therefore tell how fast the integrator forgets its initial mean displacement, and whether the time step is stable.

The determinant and trace also give a quick check of an implementation. Run one noise-free step from \((1,0)\) and one from \((0,1)\). The two results are the columns of \(M\), and their determinant and trace should match the formulas above up to rounding. A mismatch reveals an error, but a match does not confirm the order of the substeps: the ABOBA scheme, with half kicks and half drifts exchanged, has the same determinant and trace. Comparing all four entries with the matrix \(M\) in the next section tells the two apart.

## Five matrices and one quadratic

The half kick, half drift and friction matrices are

\[
B = \begin{pmatrix} 1 & 0 \\ -k & 1 \end{pmatrix},\quad
A = \begin{pmatrix} 1 & h/2 \\ 0 & 1 \end{pmatrix},\quad
O = \begin{pmatrix} 1 & 0 \\ 0 & c \end{pmatrix},
\qquad k = \frac{hw^2}{2}.
\]

The middle three factors combine to

\[
AOA = \begin{pmatrix} 1 & s \\ 0 & c \end{pmatrix}, \qquad s = \frac{(1+c)h}{2},
\]

and multiplying by \(B\) on both sides gives

\[
M = BAOAB = \begin{pmatrix} 1 - sk & s \\ -k(1-sk) - ck & c - sk \end{pmatrix}.
\]

The kicks and drifts have determinant 1, so \(\det M = \det O = c\). The trace is \(1 + c - 2sk\), and \(2sk = (1+c)h^2w^2/2\), which gives the stated formula. Writing \(T = \operatorname{tr} M\), the eigenvalues are the roots of

\[
z^2 - Tz + c = 0 .
\]

## Moduli of the two roots

Put \(z = x + iy\). The imaginary and real parts of the quadratic are

\[
y(2x - T) = 0, \qquad x^2 - y^2 - Tx + c = 0 .
\]

If \(y \ne 0\), then \(T = 2x\), and the second equation becomes \(x^2 + y^2 = c\). A root is therefore either real or of squared modulus \(c\).

Suppose \(|T| \le 2\sqrt c\). A real root \(x\) satisfies \((2x - T)^2 = T^2 - 4c \le 0\), so \(T = 2x\). Substituting this into \(x^2 - Tx + c = 0\) gives \(x^2 = c\), and the real case also has modulus \(\sqrt c\).

Conversely, let the roots be \(a\) and \(b\), with \(|a| = |b| = \sqrt c\). Then \(|T| = |a + b| \le |a| + |b| = 2\sqrt c\). Since \(1 + c > 0\), this is the stated criterion.

The product \(ab = c\) gives \(|a||b| = c\), so the larger modulus has square at least \(c\).

For \(c = e^{-\gamma h}\) we have \(\sqrt c = e^{-\gamma h/2}\) and \(1 + c = 2e^{-\gamma h/2}\cosh(\gamma h/2)\). Dividing the criterion by \(2e^{-\gamma h/2}\) turns it into

\[
\cosh\left(\frac{\gamma h}{2}\right)\left|1 - \frac{h^2w^2}{2}\right| \le 1 .
\]

For stability, let \(0 < c < 1\) and \(hw > 0\). If \(hw < 2\), then \(|T| < 1 + c\). Nonreal roots have squared modulus \(c < 1\). A real root \(x \ge 1\) would give

\[
0 = x^2 - Tx + c > x^2 - (1+c)x + c = (x-1)(x-c) \ge 0,
\]

a contradiction. A root \(x \le -1\) is excluded in the same way, with \((x+1)(x+c) \ge 0\). If instead \(hw \ge 2\), then \(T \le -(1+c)\) and \(T^2 - 4c \ge (1-c)^2\), so the real root

\[
\frac{T - \sqrt{T^2 - 4c}}{2} \le \frac{-(1+c) - (1-c)}{2} = -1
\]

lies outside the open unit disc.

## Three frequencies at h = 1 and c = 1/4

Here \(\sqrt c = 1/2\), and the criterion reads \(|T| \le 1\).

- **\(w = 1\):** \(T = \tfrac54\cdot\tfrac12 = \tfrac58\), so the criterion holds. The eigenvalues are \((5 \pm i\sqrt{39})/16\), with squared modulus \((25 + 39)/256 = 1/4\).
- **\(w = 1/2\):** \(T = \tfrac54\cdot\tfrac78 = \tfrac{35}{32}\), so the criterion fails. The eigenvalues are about 0.768 and 0.325. The softer mode keeps about 77% of its slow component per step, where the first mode has modulus 50%.
- **\(w = 2\):** \(T = -\tfrac54\), and the eigenvalues are \(-1\) and \(-\tfrac14\). This is the stability limit \(hw = 2\): one component changes sign at every step and never decays.

## Lean source for the multiplier theorems

```lean
import Mathlib

open Matrix

namespace BAOABRelaxation

noncomputable section

/-- Half a kick (B) of the unit-mass oscillator of frequency `w`, acting on `(q, p)`. -/
def halfKick (h w : ℝ) : Matrix (Fin 2) (Fin 2) ℝ := !![1, 0; -(h / 2 * w ^ 2), 1]

/-- Half a drift (A): the position moves with the momentum for a time `h / 2`. -/
def halfDrift (h : ℝ) : Matrix (Fin 2) (Fin 2) ℝ := !![1, h / 2; 0, 1]

/-- The noise-free friction step (O): the momentum is multiplied by `c`. -/
def friction (c : ℝ) : Matrix (Fin 2) (Fin 2) ℝ := !![1, 0; 0, c]

/-- One noise-free BAOAB step of the harmonic oscillator. -/
def baoab (h w c : ℝ) : Matrix (Fin 2) (Fin 2) ℝ :=
  halfKick h w * halfDrift h * friction c * halfDrift h * halfKick h w

/-- `z` is a mode multiplier of the step `M`: some nonzero complex phase-space vector is
multiplied by `z` in one step. -/
def IsMultiplier (M : Matrix (Fin 2) (Fin 2) ℝ) (z : ℂ) : Prop :=
  ∃ v : Fin 2 → ℂ, v ≠ 0 ∧ M.map (fun x : ℝ => (x : ℂ)) *ᵥ v = z • v

/-- The determinant of the noise-free BAOAB step is the friction factor `c`. -/
theorem baoab_det (h w c : ℝ) : (baoab h w c).det = c := by
  simp only [baoab, halfKick, halfDrift, friction, Matrix.mul_fin_two,
    Matrix.det_fin_two_of]
  ring

/-- The trace of the BAOAB step is `(1 + c) (1 - h² w² / 2)`. -/
theorem baoab_trace (h w c : ℝ) :
    (baoab h w c).trace = (1 + c) * (1 - h ^ 2 * w ^ 2 / 2) := by
  simp only [baoab, halfKick, halfDrift, friction, Matrix.mul_fin_two,
    Matrix.trace_fin_two_of]
  ring

/-- The mode multipliers of a BAOAB step are the complex roots of its characteristic
equation. -/
theorem baoab_multiplier_iff (h w c : ℝ) (z : ℂ) :
    IsMultiplier (baoab h w c) z ↔
      z ^ 2 - (((1 + c) * (1 - h ^ 2 * w ^ 2 / 2) : ℝ) : ℂ) * z + (c : ℂ) = 0 := by
  rw [← baoab_trace h w c]
  have hd := baoab_det h w c
  generalize baoab h w c = M at hd ⊢
  have key : (M.map (fun x : ℝ => (x : ℂ)) - z • (1 : Matrix (Fin 2) (Fin 2) ℂ)).det
      = z ^ 2 - (M.trace : ℂ) * z + (c : ℂ) := by
    rw [← hd]
    simp [Matrix.det_fin_two, Matrix.trace_fin_two]
    ring
  have e : ∀ v : Fin 2 → ℂ,
      (M.map (fun x : ℝ => (x : ℂ)) - z • (1 : Matrix (Fin 2) (Fin 2) ℂ)) *ᵥ v
        = M.map (fun x : ℝ => (x : ℂ)) *ᵥ v - z • v := by
    intro v
    rw [Matrix.sub_mulVec]
    congr 1
    ext i
    fin_cases i <;> simp [Matrix.mulVec, dotProduct, Fin.sum_univ_two]
  -- a nonzero eigenvector exists exactly when the shifted matrix is singular
  rw [← key, ← Matrix.exists_mulVec_eq_zero_iff]
  simp only [IsMultiplier, e, sub_eq_zero]

/-- A root of `z² - T z + c` with real `T` and `c` is either real or has squared
modulus `c`. -/
theorem root_real_or_modulus {T c : ℝ} {z : ℂ} (hz : z ^ 2 - (T : ℂ) * z + (c : ℂ) = 0) :
    (z.im = 0 ∧ z.re ^ 2 - T * z.re + c = 0) ∨ ‖z‖ ^ 2 = c := by
  have hre := congrArg Complex.re hz
  have him := congrArg Complex.im hz
  simp only [pow_two, Complex.add_re, Complex.sub_re, Complex.mul_re, Complex.ofReal_re,
    Complex.ofReal_im, Complex.zero_re] at hre
  simp only [pow_two, Complex.add_im, Complex.sub_im, Complex.mul_im, Complex.ofReal_re,
    Complex.ofReal_im, Complex.zero_im] at him
  by_cases y : z.im = 0
  · left
    refine ⟨y, ?_⟩
    rw [y] at hre
    linear_combination hre
  · right
    have hT : T = 2 * z.re := mul_left_cancel₀ y (by linear_combination -him)
    rw [Complex.sq_norm, Complex.normSq_apply]
    linear_combination -hre - z.re * hT

/-- Two complex numbers with prescribed real sum `T` and real product `c` exist. -/
theorem exists_root_pair (T c : ℝ) : ∃ a b : ℂ, a + b = (T : ℂ) ∧ a * b = (c : ℂ) := by
  obtain ⟨s, hs⟩ := IsAlgClosed.exists_pow_nat_eq ((T : ℂ) ^ 2 - 4 * (c : ℂ)) two_pos
  exact ⟨(T + s) / 2, (T - s) / 2, by ring, by linear_combination -hs / 4⟩

/-- All mode multipliers of the noise-free BAOAB oscillator have modulus `√c` exactly when
`(1 + c) |1 - h² w² / 2| ≤ 2 √c`. -/
theorem baoab_modulus_iff (h w : ℝ) {c : ℝ} (hc : 0 ≤ c) :
    (∀ z, IsMultiplier (baoab h w c) z → ‖z‖ = √c) ↔
      (1 + c) * |1 - h ^ 2 * w ^ 2 / 2| ≤ 2 * √c := by
  have habs : (1 + c) * |1 - h ^ 2 * w ^ 2 / 2|
      = |(1 + c) * (1 - h ^ 2 * w ^ 2 / 2)| := by
    rw [abs_mul, abs_of_nonneg (by linarith : 0 ≤ 1 + c)]
  simp only [baoab_multiplier_iff]
  rw [habs]
  generalize (1 + c) * (1 - h ^ 2 * w ^ 2 / 2) = T
  constructor
  · -- the trace is the sum of the two multipliers
    intro H
    obtain ⟨a, b, hs, hp⟩ := exists_root_pair T c
    have ha := H a (by rw [← hs, ← hp]; ring)
    have hb := H b (by rw [← hs, ← hp]; ring)
    have ht := norm_add_le a b
    rw [hs, Complex.norm_real, Real.norm_eq_abs, ha, hb] at ht
    linarith
  · intro H z hz
    have hT := pow_le_pow_left₀ (abs_nonneg T) H 2
    rw [sq_abs, mul_pow, Real.sq_sqrt hc] at hT
    have hn : ‖z‖ ^ 2 = c := by
      rcases root_real_or_modulus hz with ⟨y, hx⟩ | hn
      · -- a real root must be the double root T / 2
        have h0 : (2 * z.re - T) ^ 2 = 0 :=
          le_antisymm (by nlinarith) (sq_nonneg _)
        have h1 : 2 * z.re - T = 0 := (pow_eq_zero_iff two_ne_zero).1 h0
        rw [Complex.sq_norm, Complex.normSq_apply, y]
        linear_combination z.re * h1 - hx
      · exact hn
    rw [← hn, Real.sqrt_sq (norm_nonneg z)]

/-- With friction rate `γ`, so that `c = exp (-γ h)`, all multipliers have modulus
`exp (-γ h / 2)` exactly when `cosh (γ h / 2) |1 - h² w² / 2| ≤ 1`. -/
theorem baoab_rate_iff (h w γ : ℝ) :
    (∀ z, IsMultiplier (baoab h w (Real.exp (-(γ * h)))) z →
        ‖z‖ = Real.exp (-(γ * h / 2))) ↔
      Real.cosh (γ * h / 2) * |1 - h ^ 2 * w ^ 2 / 2| ≤ 1 := by
  have hE := Real.exp_pos (-(γ * h / 2))
  have hc : Real.exp (-(γ * h)) = Real.exp (-(γ * h / 2)) ^ 2 := by
    rw [pow_two, ← Real.exp_add]
    congr 1
    ring
  have hs : √(Real.exp (-(γ * h))) = Real.exp (-(γ * h / 2)) := by
    rw [hc, Real.sqrt_sq hE.le]
  have hEF : Real.exp (-(γ * h / 2)) * Real.exp (γ * h / 2) = 1 := by
    rw [← Real.exp_add, neg_add_cancel, Real.exp_zero]
  have hid : 1 + Real.exp (-(γ * h))
      = 2 * Real.exp (-(γ * h / 2)) * Real.cosh (γ * h / 2) := by
    rw [hc, Real.cosh_eq]
    linear_combination -hEF
  have main := baoab_modulus_iff h w (Real.exp_pos (-(γ * h))).le
  rw [hs] at main
  rw [main, hid]
  constructor
  · intro H
    by_contra hn
    nlinarith [mul_pos hE (sub_pos.2 (not_le.1 hn))]
  · intro H
    nlinarith [mul_le_mul_of_nonneg_left H hE.le]

/-- Some mode multiplier always has squared modulus at least `c`. -/
theorem baoab_exists_slow_mode (h w c : ℝ) :
    ∃ z, IsMultiplier (baoab h w c) z ∧ c ≤ ‖z‖ ^ 2 := by
  simp only [baoab_multiplier_iff]
  obtain ⟨a, b, hs, hp⟩ := exists_root_pair ((1 + c) * (1 - h ^ 2 * w ^ 2 / 2)) c
  have hn : ‖a‖ * ‖b‖ = |c| := by
    rw [← norm_mul, hp, Complex.norm_real, Real.norm_eq_abs]
  have hle := le_abs_self c
  -- the larger of the two multipliers does it
  rcases le_total ‖a‖ ‖b‖ with hab | hab
  · exact ⟨b, by rw [← hs, ← hp]; ring, by nlinarith [norm_nonneg b]⟩
  · exact ⟨a, by rw [← hs, ← hp]; ring, by nlinarith [norm_nonneg a]⟩

/-- With friction `0 < c < 1` and `h w > 0`, all mode multipliers lie strictly inside the
unit disc exactly when `h w < 2`. -/
theorem baoab_stable_iff {h w c : ℝ} (hc : 0 < c) (hc1 : c < 1) (hw : 0 < h * w) :
    (∀ z, IsMultiplier (baoab h w c) z → ‖z‖ < 1) ↔ h * w < 2 := by
  simp only [baoab_multiplier_iff]
  have hu : (1 + c) * (1 - h ^ 2 * w ^ 2 / 2) = (1 + c) * (1 - (h * w) ^ 2 / 2) := by ring
  rw [hu]
  constructor
  · intro H
    by_contra hn
    have h4 : 4 ≤ (h * w) ^ 2 := by nlinarith [not_lt.1 hn]
    have hT : (1 + c) * (1 - (h * w) ^ 2 / 2) ≤ -(1 + c) := by nlinarith
    generalize (1 + c) * (1 - (h * w) ^ 2 / 2) = T at H hT
    -- at or beyond the threshold there is a real multiplier at or below -1
    have hD : (1 - c) ^ 2 ≤ T ^ 2 - 4 * c := by nlinarith
    have hr : 1 - c ≤ √(T ^ 2 - 4 * c) := (Real.le_sqrt' (by linarith)).2 hD
    have hq := Real.sq_sqrt ((sq_nonneg (1 - c)).trans hD)
    have hx : ((T - √(T ^ 2 - 4 * c)) / 2) ^ 2
        - T * ((T - √(T ^ 2 - 4 * c)) / 2) + c = 0 := by
      linear_combination hq / 4
    have hlt := H (((T - √(T ^ 2 - 4 * c)) / 2 : ℝ) : ℂ) (by exact_mod_cast hx)
    rw [Complex.norm_real, Real.norm_eq_abs] at hlt
    linarith [(abs_lt.1 hlt).1]
  · intro h2 z hz
    have hp : 0 < (h * w) ^ 2 := by positivity
    have h4 : (h * w) ^ 2 < 4 := by nlinarith
    have hT1 : (1 + c) * (1 - (h * w) ^ 2 / 2) < 1 + c := by nlinarith
    have hT2 : -(1 + c) < (1 + c) * (1 - (h * w) ^ 2 / 2) := by nlinarith
    generalize (1 + c) * (1 - (h * w) ^ 2 / 2) = T at hz hT1 hT2
    have hn : ‖z‖ ^ 2 < 1 := by
      rcases root_real_or_modulus hz with ⟨y, hx⟩ | hn
      · have hx1 : z.re < 1 := by
          by_contra hk
          have hk := not_lt.1 hk
          nlinarith [mul_pos (by linarith : 0 < z.re) (sub_pos.2 hT1),
            mul_nonneg (sub_nonneg.2 hk) (by linarith : 0 ≤ z.re - c)]
        have hx2 : -1 < z.re := by
          by_contra hk
          have hk := not_lt.1 hk
          nlinarith [mul_pos (by linarith : 0 < -z.re) (sub_pos.2 hT2),
            mul_nonneg (sub_nonneg.2 hk) (by linarith : 0 ≤ -c - z.re)]
        rw [Complex.sq_norm, Complex.normSq_apply, y]
        nlinarith
      · linarith
    nlinarith [norm_nonneg z]

end

end BAOABRelaxation
```

```lean
#print axioms BAOABRelaxation.baoab_modulus_iff
#print axioms BAOABRelaxation.baoab_rate_iff
#print axioms BAOABRelaxation.baoab_exists_slow_mode
#print axioms BAOABRelaxation.baoab_stable_iff
```

```
'BAOABRelaxation.baoab_modulus_iff' depends on axioms: [propext, Classical.choice, Quot.sound]
'BAOABRelaxation.baoab_rate_iff' depends on axioms: [propext, Classical.choice, Quot.sound]
'BAOABRelaxation.baoab_exists_slow_mode' depends on axioms: [propext, Classical.choice, Quot.sound]
'BAOABRelaxation.baoab_stable_iff' depends on axioms: [propext, Classical.choice, Quot.sound]
```

## Matrices, multipliers and parameter ranges

The definition `baoab h w c` is the product of the five matrices, not a matrix postulated with the right trace. Its vectors are ordered as \((q, p)\), and `w` is an angular frequency, so the force is \(-w^2 q\). The friction factor `c` is a free real parameter; only `baoab_rate_iff` sets it to \(e^{-\gamma h}\).

`IsMultiplier M z` says that some nonzero complex vector is multiplied by `z` when the real matrix `M` acts on it. This is the usual meaning of a complex eigenvalue. Complex vectors are needed because a nonreal eigenvalue of a real matrix has no real eigenvector.

The hypotheses differ between the theorems:

- `baoab_det`, `baoab_trace`, `baoab_multiplier_iff` and `baoab_exists_slow_mode` hold for all real parameters.
- `baoab_modulus_iff` assumes only \(c \ge 0\). It needs neither \(c < 1\) nor \(hw < 2\).
- `baoab_rate_iff` holds for all real \(h\), \(w\) and \(\gamma\), since the exponential is positive.
- `baoab_stable_iff` assumes \(0 < c < 1\), which means genuine but incomplete damping, and \(hw > 0\), which excludes a free particle.

## From a singular matrix to the moduli

`baoab_det` and `baoab_trace` multiply out the matrices and leave a polynomial identity to `ring`. In `baoab_multiplier_iff`, the eigenvector equation is rewritten as \((M - z)v = 0\). A nonzero solution exists exactly when the determinant of \(M - z\) vanishes, and the step `key` identifies that determinant with the quadratic.

`root_real_or_modulus` takes real and imaginary parts and splits on whether the imaginary part of `z` is zero, as in the derivation. `exists_root_pair` supplies \(a\) and \(b\) from a complex square root of \(T^2 - 4c\).

In `baoab_modulus_iff`, the forward direction is the triangle inequality, `norm_add_le`. The reverse direction squares the trace bound and shows that \((2x - T)^2\) is zero for a real root. `baoab_rate_iff` then rewrites \(1 + c\) through the hyperbolic cosine and cancels a positive exponential.

`baoab_exists_slow_mode` compares the norms of \(a\) and \(b\) and picks the larger. `baoab_stable_iff` exhibits the real root at or below \(-1\) when \(hw \ge 2\). For \(hw < 2\), it passes the products behind \((x-1)(x-c)\) and \((x+1)(x+c)\) to `nlinarith`.

## One oscillator, no noise, exact arithmetic

The theorems concern eigenvalues of one linear step in real arithmetic. They say nothing about the sampled temperature or the configurational distribution, which depend on the noise, nor about anharmonic forces, constraints or rounding.

An eigenvalue modulus is an asymptotic rate per step. It does not bound the growth of a particular vector in a single step, because \(M\) need not be a normal matrix. When the two eigenvalues coincide, the decay can also carry a factor that grows linearly with the number of steps.

A harmonic system with several degrees of freedom and one common friction rate separates into normal modes in mass-weighted coordinates, and the criterion can then be applied to each frequency in turn; that separation is ordinary linear algebra and is not formalised in the file.
